# Double sweeps with a plane rotation generator in both half steps do not damp the error to zero

The lemma concerns the error of an alternating-direction iteration, in which each double sweep is implicit first in one matrix and then in another. Here both matrices are the real 2×2 generator of rotations, and the shift is 1. The lemma states that this generator has zero quadratic form on every real vector, and that the powers of the error propagation matrix do not tend to zero. The proof computes the inverse of the shifted generator and from it shows that one double sweep is minus the identity, a half turn. If the powers tended to zero, so would their squares, but these are always the identity.

An attempt in Lean 4 with a fault in it:

```lean
import Mathlib

open Matrix Filter Topology

namespace RotationSweepNotTendsto

noncomputable section

variable {n : Type*} [Fintype n] [DecidableEq n]

/-- The error propagation matrix of one double sweep, implicit first in `H` and then in `V`, with
shift `r`. The formula has this meaning when `H + r` and `V + r` are invertible. -/
def sweep (r : ℝ) (H V : Matrix n n ℝ) : Matrix n n ℝ :=
  (V + r • 1)⁻¹ * (r • 1 - H) * (H + r • 1)⁻¹ * (r • 1 - V)

/-- The generator of rotations in the plane. -/
def rot : Matrix (Fin 2) (Fin 2) ℝ := !![0, 1; -1, 0]

/-- The rotation generator has vanishing quadratic form, and with it in both half steps and
`r = 1` the powers of the double sweep do not tend to zero. -/
theorem rotation_sweep_not_tendsto :
    (∀ x, x ⬝ᵥ rot *ᵥ x = 0) ∧
      ¬ Tendsto (fun k : ℕ => sweep 1 rot rot ^ k) atTop (𝓝 0) := by
  constructor
  · intro x
    simp only [rot, dotProduct, Matrix.mulVec, Fin.sum_univ_two, Matrix.of_apply,
      Matrix.cons_val_zero, Matrix.cons_val_one]
    ring
  · have hi : (rot + (1 : ℝ) • 1)⁻¹ = !![1 / 2, -1 / 2; 1 / 2, 1 / 2] := by
      apply Matrix.inv_eq_right_inv
      ext i j
      fin_cases i <;> fin_cases j <;>
        simp [rot, Matrix.mul_apply, Fin.sum_univ_succ] <;> norm_num
    -- the double sweep is a half turn
    have hT : sweep 1 rot rot = -1 := by
      unfold sweep
      rw [hi]
      ext i j
      fin_cases i <;> fin_cases j <;>
        simp [rot, Matrix.mul_apply, Fin.sum_univ_succ] <;> norm_num
    intro h
    rw [hT] at h
    have h2 := h.mul h
    have h3 : ∀ k : ℕ, (-1 : Matrix (Fin 2) (Fin 2) ℝ) ^ k * (-1) ^ k = 1 := by
      intro k
      rw [← pow_add, ← two_mul, pow_mul, neg_one_sq, one_pow]
    simp only [h3, mul_zero] at h2
    exact one_ne_zero (tendsto_nhds_unique tendsto_const_nhds h2)

end

end RotationSweepNotTendsto
```

Compiling this gives:

```
Main.lean:29:73: error: unsolved goals
case «1».«0»
⊢ -(1 / 2) + 1 1 (Fin.succ 0) * (1 / 2) = 0

case «1».«1»
⊢ 1 / 2 + 1 1 (Fin.succ 0) * (1 / 2) = 1
Main.lean:35:38: error: unsolved goals
case «0».«0»
hi : (rot + 1 • 1)⁻¹ = !![1 / 2, -1 / 2; 1 / 2, 1 / 2]
⊢ (![1 / 2, -(1 / 2)] ᵥ* ((1 - !![0, 1; -1, 0]) * !![1 / 2, -(1 / 2); 1 / 2, 1 / 2])) 0 +
      (![1 / 2, -(1 / 2)] ᵥ* ((1 - !![0, 1; -1, 0]) * !![1 / 2, -(1 / 2); 1 / 2, 1 / 2])) 1 =
    -1

case «0».«1»
hi : (rot + 1 • 1)⁻¹ = !![1 / 2, -1 / 2; 1 / 2, 1 / 2]
⊢ -(![1 / 2, -(1 / 2)] ᵥ* ((1 - !![0, 1; -1, 0]) * !![1 / 2, -(1 / 2); 1 / 2, 1 / 2])) 0 +
      (![1 / 2, -(1 / 2)] ᵥ* ((1 - !![0, 1; -1, 0]) * !![1 / 2, -(1 / 2); 1 / 2, 1 / 2])) 1 * 1 (Fin.succ 0) 1 =
    0

case «1».«0»
hi : (rot + 1 • 1)⁻¹ = !![1 / 2, -1 / 2; 1 / 2, 1 / 2]
⊢ (![1 / 2, 1 / 2] ᵥ* ((1 - !![0, 1; -1, 0]) * !![1 / 2, -(1 / 2); 1 / 2, 1 / 2])) 0 +
      (![1 / 2, 1 / 2] ᵥ* ((1 - !![0, 1; -1, 0]) * !![1 / 2, -(1 / 2); 1 / 2, 1 / 2])) 1 =
    0

case «1».«1»
hi : (rot + 1 • 1)⁻¹ = !![1 / 2, -1 / 2; 1 / 2, 1 / 2]
⊢ -(![1 / 2, 1 / 2] ᵥ* ((1 - !![0, 1; -1, 0]) * !![1 / 2, -(1 / 2); 1 / 2, 1 / 2])) 0 +
      (![1 / 2, 1 / 2] ᵥ* ((1 - !![0, 1; -1, 0]) * !![1 / 2, -(1 / 2); 1 / 2, 1 / 2])) 1 * 1 (Fin.succ 0) 1 =
    -1
```

What went wrong. Both errors are in the explicit matrix calculations; the limit argument is unchanged. In the first, `Fin.sum_univ_succ` expands the sum with the index `Fin.succ 0`, and the identity's entry `1 1 (Fin.succ 0)` is left unevaluated. It equals 1, which would make both remaining goals true, but neither `simp` nor `norm_num` reduces it here.

In the second, `simp` turns the fourfold product into row vectors multiplied by `ᵥ*` with a matrix product that stays unexpanded, so `norm_num` has no plain arithmetic to finish. Some goals also keep an identity entry with the index `Fin.succ 0`.

The repair first writes the shifted sum and difference as explicit matrices, in `ha` and `hs`, and states `hi` for the explicit sum. `Matrix.one_fin_two` then writes out the identity, and `Matrix.mul_fin_two` multiplies 2×2 matrices directly, without the sums over indices. Each entry is now an equation between numbers, which `norm_num` proves.

The change, after which it compiles:

```diff
@@ -27,16 +27,24 @@
       Matrix.cons_val_zero, Matrix.cons_val_one]
     ring
-  · have hi : (rot + (1 : ℝ) • 1)⁻¹ = !![1 / 2, -1 / 2; 1 / 2, 1 / 2] := by
+  · have ha : rot + (1 : ℝ) • 1 = !![1, 1; -1, 1] := by
+      ext i j
+      fin_cases i <;> fin_cases j <;> simp [rot]
+    have hs : (1 : ℝ) • 1 - rot = !![1, -1; 1, 1] := by
+      ext i j
+      fin_cases i <;> fin_cases j <;> simp [rot]
+    have hi : (!![1, 1; -1, 1] : Matrix (Fin 2) (Fin 2) ℝ)⁻¹ =
+        !![1 / 2, -1 / 2; 1 / 2, 1 / 2] := by
       apply Matrix.inv_eq_right_inv
+      rw [Matrix.one_fin_two]
+      simp only [Matrix.mul_fin_two]
       ext i j
-      fin_cases i <;> fin_cases j <;>
-        simp [rot, Matrix.mul_apply, Fin.sum_univ_succ] <;> norm_num
+      fin_cases i <;> fin_cases j <;> norm_num
     -- the double sweep is a half turn
     have hT : sweep 1 rot rot = -1 := by
       unfold sweep
-      rw [hi]
+      rw [ha, hs, hi, Matrix.one_fin_two]
+      simp only [Matrix.mul_fin_two]
       ext i j
-      fin_cases i <;> fin_cases j <;>
-        simp [rot, Matrix.mul_apply, Fin.sum_univ_succ] <;> norm_num
+      fin_cases i <;> fin_cases j <;> norm_num
     intro h
     rw [hT] at h
```
